# Diluting a spin-polarised valence density with an unpolarised core lowers the spin interpolation function by more than the squared dilution factor

In a pseudopotential calculation for a magnetic atom, the exchange–correlation energy can be evaluated on the valence density $n_v$ plus a core density $n_c$. An unpolarised core leaves the magnetisation $m$ (the spin-up minus the spin-down density) unchanged, so the polarisation at each point falls from $m/n_v$ to $m/(n_v+n_c)$. Local approximations that interpolate between the unpolarised and the fully polarised electron gas often use the weight

$$g(z)=\frac{(1+z)^{4/3}+(1-z)^{4/3}-2}{D},\qquad D=2^{4/3}-2,$$

where $z$ is the polarisation (textbooks often write $f(\zeta)$). If $g$ were quadratic, the core would multiply it by $(n_v/(n_v+n_c))^2$. For $0<m\le n_v$ and $n_c>0$, the true value lies strictly between $K=4/(9D)\approx0.855$ and $1$ times this estimate.

This concerns $g$ at one point in space. Passing to an energy also requires the density-dependent energies that $g$ multiplies, and an integral over space.

## The function and its derivatives

In Lean 4 with Mathlib:

```lean
import Mathlib

open Set Filter Topology

namespace SpinPolarisedCore

noncomputable section

/-- The spin interpolation function of the local density approximation, as a function of the
polarisation `z` in `[-1, 1]`. -/
def spinInterp (z : ℝ) : ℝ :=
  ((1 + z) ^ (4 / 3 : ℝ) + (1 - z) ^ (4 / 3 : ℝ) - 2) / (2 ^ (4 / 3 : ℝ) - 2)
```

This is $g$, with real powers. The physical range is $-1\le z\le1$.

```lean
/-- The spin interpolation function divided by the square of the polarisation, for `z ≠ 0`. -/
def quadraticRatio (z : ℝ) : ℝ := spinInterp z / z ^ 2
```

This is the ratio $r(z)=g(z)/z^2$, used below only for $z>0$.

```lean
/-- The `p`-th power of the scaled spin-up density `1 + z` plus `s` times that of the scaled
spin-down density `1 - z`, for `-1 < z < 1`. -/
def spinSum (p s z : ℝ) : ℝ := (1 + z) ^ p + s * (1 - z) ^ p
```

Write $S_{p,s}(z)=(1+z)^p+s(1-z)^p$. The numerator of $g$ is then $h=S_{4/3,1}-2$.

```lean
/-- For `-1 < z < 1`, differentiating a spin sum in the polarisation brings down a factor `p`,
lowers the power by one and flips the relative sign of the two spin channels. -/
theorem hasDerivAt_spinSum {p q s t z : ℝ} (hq : p - 1 = q) (ht : -s = t)
    (h1 : -1 < z) (h2 : z < 1) :
    HasDerivAt (spinSum p s) (p * spinSum q t z) z := by
  subst hq ht
  have hu : HasDerivAt (fun x : ℝ => (1 + x) ^ p) (1 * p * (1 + z) ^ (p - 1)) z :=
    ((hasDerivAt_id' z).const_add 1).rpow_const (Or.inl (by linarith))
  have hd : HasDerivAt (fun x : ℝ => (1 - x) ^ p) (-1 * p * (1 - z) ^ (p - 1)) z :=
    ((hasDerivAt_id' z).const_sub 1).rpow_const (Or.inl (by linarith))
  exact (hu.fun_add (hd.const_mul s)).congr_deriv (by unfold spinSum; ring)
```

`HasDerivAt f a z` says that $f$ has derivative $a$ at $z$. The chain rule gives $S_{p,s}'=p\,S_{p-1,-s}$, hence

$$h'=\tfrac43\left[(1+z)^{1/3}-(1-z)^{1/3}\right],\quad h''=\tfrac49\left[(1+z)^{-2/3}+(1-z)^{-2/3}\right],$$
$$h'''=\tfrac{8}{27}\left[(1-z)^{-5/3}-(1+z)^{-5/3}\right].$$

## Growth faster than quadratic

```lean
/-- A function that vanishes at zero polarisation and has a positive derivative for
`0 < z < 1` is positive there, if it is differentiable on `0 ≤ z < 1`. -/
theorem pos_of_deriv_pos {F F' : ℝ → ℝ} (h0 : F 0 = 0)
    (hd : ∀ x ∈ Ico (0 : ℝ) 1, HasDerivAt F (F' x) x)
    (hp : ∀ x ∈ Ioo (0 : ℝ) 1, 0 < F' x) {z : ℝ} (hz : z ∈ Ioo (0 : ℝ) 1) : 0 < F z := by
  obtain ⟨c, hc, h⟩ := exists_hasDerivAt_eq_slope F F' hz.1
    (fun x hx => (hd x ⟨hx.1, hx.2.trans_lt hz.2⟩).continuousAt.continuousWithinAt)
    (fun x hx => hd x ⟨hx.1.le, hx.2.trans hz.2⟩)
  have hpos := hp c ⟨hc.1, hc.2.trans hz.2⟩
  rw [h, h0, sub_zero, sub_zero] at hpos
  have h3 := mul_pos hpos hz.1
  rwa [div_mul_cancel₀ _ hz.1.ne'] at h3
```

`Ioo`, `Ico` and `Ioc` are intervals; `o` marks an open end and `c` a closed one. If $F(0)=0$, the mean value theorem gives $F(z)/z=F'(c)>0$ for some $0<c<z$, so $F(z)>0$.

```lean
/-- For `0 < z < 1`, the numerator `h` of the spin interpolation function grows faster than
quadratically: `2 h(z) < z h'(z)`. -/
theorem growth_faster_than_quadratic {z : ℝ} (hz : z ∈ Ioo (0 : ℝ) 1) :
    0 < z * (4 / 3 * spinSum (1 / 3) (-1) z) - 2 * (spinSum (4 / 3) 1 z - 2) := by
  refine pos_of_deriv_pos
    (F := fun x => x * (4 / 3 * spinSum (1 / 3) (-1) x) - 2 * (spinSum (4 / 3) 1 x - 2))
    (F' := fun x => x * (4 / 9 * spinSum (-2 / 3) 1 x) - 4 / 3 * spinSum (1 / 3) (-1) x)
    (by norm_num [spinSum]) (fun x hx => ?_) (fun y hy => ?_) hz
  · have a := hasDerivAt_spinSum (p := 4 / 3) (q := 1 / 3) (s := 1) (t := -1)
      (by norm_num) (by norm_num) (by linarith [hx.1]) hx.2
    have b := hasDerivAt_spinSum (p := 1 / 3) (q := -2 / 3) (s := -1) (t := 1)
      (by norm_num) (by norm_num) (by linarith [hx.1]) hx.2
    exact (((hasDerivAt_id' x).fun_mul (b.const_mul (4 / 3))).fun_sub
      ((a.sub_const 2).const_mul 2)).congr_deriv (by ring)
  -- the derivative z h'' - h' is positive: it vanishes at zero and its derivative z h''' is positive
  · refine pos_of_deriv_pos
      (F := fun x => x * (4 / 9 * spinSum (-2 / 3) 1 x) - 4 / 3 * spinSum (1 / 3) (-1) x)
      (F' := fun x => 8 / 27 * x * -spinSum (-5 / 3) (-1) x)
      (by norm_num [spinSum]) (fun x hx => ?_) (fun x hx => ?_) hy
    · have b := hasDerivAt_spinSum (p := 1 / 3) (q := -2 / 3) (s := -1) (t := 1)
        (by norm_num) (by norm_num) (by linarith [hx.1]) hx.2
      have c := hasDerivAt_spinSum (p := -2 / 3) (q := -5 / 3) (s := 1) (t := -1)
        (by norm_num) (by norm_num) (by linarith [hx.1]) hx.2
      exact (((hasDerivAt_id' x).fun_mul (c.const_mul (4 / 9))).fun_sub
        (b.const_mul (4 / 3))).congr_deriv (by ring)
    · have h : (1 + x) ^ (-5 / 3 : ℝ) < (1 - x) ^ (-5 / 3 : ℝ) :=
        Real.rpow_lt_rpow_of_neg (by linarith [hx.2]) (by linarith [hx.1])
          (by norm_num)
      have h' : 0 < -spinSum (-5 / 3) (-1) x := by unfold spinSum; linarith
      exact mul_pos (mul_pos (by norm_num) hx.1) h'
```

The claim is $A=zh'-2h>0$ on $(0,1)$. By hand,

$$A'=zh''-h',\qquad A''=zh'''.$$

Since $1-z<1+z$ and the exponent $-5/3$ is negative, $h'''>0$. Both $A'$ and $A$ vanish at $0$, so the previous lemma, used twice, gives first $A'>0$ and then $A>0$. The nested `refine` steps do the same, starting from $A$.

```lean
lemma denom_pos : (0 : ℝ) < 2 ^ (4 / 3 : ℝ) - 2 := by
  have h : (2 : ℝ) ^ (1 : ℝ) < 2 ^ (4 / 3 : ℝ) :=
    Real.rpow_lt_rpow_of_exponent_lt (by norm_num) (by norm_num)
  rw [Real.rpow_one] at h
  linarith
```

The denominator is positive: $2^{4/3}>2^1$.

```lean
lemma spinInterp_eq :
    spinInterp = fun z => (spinSum (4 / 3) 1 z - 2) / (2 ^ (4 / 3 : ℝ) - 2) := by
  funext z
  simp only [spinInterp, spinSum, one_mul]
```

This rewrites $g$ as $h/D$.

```lean
lemma hasDerivAt_spinInterp {z : ℝ} (h1 : -1 < z) (h2 : z < 1) :
    HasDerivAt spinInterp (4 / 3 * spinSum (1 / 3) (-1) z / (2 ^ (4 / 3 : ℝ) - 2)) z := by
  rw [spinInterp_eq]
  exact ((hasDerivAt_spinSum (by norm_num) (by norm_num) h1 h2).sub_const 2).div_const _
```

Hence $g'=h'/D$ for $-1<z<1$.

```lean
lemma continuous_spinInterp : Continuous spinInterp := by
  have hu : Continuous fun z : ℝ => (1 + z) ^ (4 / 3 : ℝ) :=
    (continuous_const.add continuous_id).rpow_const fun _ => Or.inr (by norm_num)
  have hd : Continuous fun z : ℝ => (1 - z) ^ (4 / 3 : ℝ) :=
    (continuous_const.sub continuous_id).rpow_const fun _ => Or.inr (by norm_num)
  exact ((hu.add hd).sub continuous_const).div_const _
```

$g$ is continuous, including at $z=1$.

```lean
lemma continuousOn_ratio : ContinuousOn quadraticRatio (Ioc 0 1) :=
  continuous_spinInterp.continuousOn.div (continuous_pow 2).continuousOn
    fun _ hx => pow_ne_zero 2 hx.1.ne'
```

So $r$ is continuous on $(0,1]$.

```lean
lemma ratio_one : quadraticRatio 1 = 1 := by
  have h : spinInterp 1 = 1 := by
    have e : (1 + 1 : ℝ) = 2 := by norm_num
    rw [spinInterp, e, sub_self, Real.zero_rpow (by norm_num), add_zero,
      div_self denom_pos.ne']
  rw [quadraticRatio, h]
  norm_num
```

At full polarisation $g(1)=1$, so $r(1)=1$.

## The ratio between its two limits

```lean
/-- The ratio of the spin interpolation function to the squared polarisation is strictly
increasing for `0 < z ≤ 1`. -/
theorem ratio_strictMonoOn : StrictMonoOn quadraticRatio (Ioc 0 1) := by
  refine strictMonoOn_of_deriv_pos (convex_Ioc 0 1) continuousOn_ratio fun x hx => ?_
  rw [interior_Ioc] at hx
  have hx0 : x ≠ 0 := hx.1.ne'
  have hD := denom_pos
  have h : HasDerivAt quadraticRatio
      ((x * (4 / 3 * spinSum (1 / 3) (-1) x) - 2 * (spinSum (4 / 3) 1 x - 2)) /
        ((2 ^ (4 / 3 : ℝ) - 2) * x ^ 3)) x := by
    refine ((hasDerivAt_spinInterp (by linarith [hx.1]) hx.2).fun_div
      (hasDerivAt_pow 2 x) (pow_ne_zero 2 hx0)).congr_deriv ?_
    rw [spinInterp_eq]
    generalize (2 : ℝ) ^ (4 / 3 : ℝ) - 2 = D at hD
    have hD0 := hD.ne'
    field_simp
    push_cast
    ring
  rw [h.deriv]
  exact div_pos (growth_faster_than_quadratic hx) (mul_pos hD (pow_pos hx.1 3))
```

`StrictMonoOn` means strictly increasing on the given set. The quotient rule gives

$$r'(z)=\frac{zh'(z)-2h(z)}{D\,z^3}>0\qquad(0<z<1),$$

and continuity extends the monotonicity to $z=1$.

```lean
/-- As the polarisation tends to zero from above, the ratio tends to
`4 / (9 (2^(4/3) - 2))`. -/
theorem ratio_tendsto : Tendsto quadraticRatio (𝓝[>] 0)
    (𝓝 (4 / (9 * (2 ^ (4 / 3 : ℝ) - 2)))) := by
  have hs := (hasDerivAt_iff_tendsto_slope_zero.mp (hasDerivAt_spinSum (p := 1 / 3)
    (q := -2 / 3) (s := -1) (t := 1) (z := 0) (by norm_num) (by norm_num)
    (by norm_num) (by norm_num))).mono_left
      (nhdsWithin_mono 0 (show Ioi (0 : ℝ) ⊆ {0}ᶜ from fun x hx => (mem_Ioi.mp hx).ne'))
  have h0 : spinSum (1 / 3) (-1) 0 = 0 := by norm_num [spinSum]
  have h2 : spinSum (-2 / 3) 1 0 = 2 := by norm_num [spinSum]
  simp only [h0, h2, zero_add, sub_zero, smul_eq_mul] at hs
  -- L'Hôpital's rule reduces the limit to the slope of h' at zero
  refine HasDerivAt.lhopital_zero_right_on_Ioo (zero_lt_one' ℝ)
    (f' := fun z => 4 / 3 * spinSum (1 / 3) (-1) z / (2 ^ (4 / 3 : ℝ) - 2))
    (g' := fun z => 2 * z)
    (fun x hx => hasDerivAt_spinInterp (by linarith [hx.1]) hx.2)
    (fun x _ => (hasDerivAt_pow 2 x).congr_deriv (by norm_num))
    (fun x hx => mul_ne_zero two_ne_zero hx.1.ne') ?_ ?_ ?_
  · have h := continuous_spinInterp.tendsto 0
    rw [show spinInterp 0 = 0 by norm_num [spinInterp]] at h
    exact h.mono_left nhdsWithin_le_nhds
  · have h := (continuous_pow (M := ℝ) 2).tendsto 0
    rw [zero_pow two_ne_zero] at h
    exact h.mono_left nhdsWithin_le_nhds
  · convert hs.const_mul (2 / 3 / ((2 : ℝ) ^ (4 / 3 : ℝ) - 2)) using 1
    · funext x
      ring
    · congr 1
      generalize (2 : ℝ) ^ (4 / 3 : ℝ) - 2 = D
      ring
```

`𝓝[>] 0` denotes approach to zero from above. Both $g$ and $z^2$ tend to $0$, so L'Hôpital's rule applies:

$$\lim_{z\to0^+} r(z)=\lim_{z\to0^+}\frac{h'(z)}{2Dz}=\frac{2}{3D}\,S_{1/3,-1}'(0)=\frac{2}{3D}\cdot\frac23=K.$$

```lean
/-- For `0 < z < 1`, the ratio of the spin interpolation function to `z^2` lies strictly
between `4 / (9 (2^(4/3) - 2))` and `1`. -/
theorem ratio_bounds {z : ℝ} (hz : z ∈ Ioo (0 : ℝ) 1) :
    4 / (9 * (2 ^ (4 / 3 : ℝ) - 2)) < spinInterp z / z ^ 2 ∧ spinInterp z / z ^ 2 < 1 := by
  obtain ⟨h0, h1⟩ := hz
  have hhalf : z / 2 ∈ Ioc (0 : ℝ) 1 := ⟨by linarith, by linarith⟩
  constructor
  · have hev : ∀ᶠ w in 𝓝[>] (0 : ℝ), quadraticRatio w ≤ quadraticRatio (z / 2) := by
      filter_upwards [Ioo_mem_nhdsGT hhalf.1] with w hw
      exact (ratio_strictMonoOn ⟨hw.1, hw.2.le.trans hhalf.2⟩ hhalf hw.2).le
    exact (le_of_tendsto ratio_tendsto hev).trans_lt
      (ratio_strictMonoOn hhalf ⟨h0, h1.le⟩ (by linarith))
  · have h := ratio_strictMonoOn ⟨h0, h1.le⟩ ⟨one_pos, le_rfl⟩ h1
    rwa [ratio_one] at h
```

For $0<z<1$, monotonicity gives $r(z)<r(1)=1$. A limit preserves only $\le$, so the proof goes through $z/2$: $K\le r(z/2)<r(z)$.

```lean
/-- Over the polarisations `0 < z < 1` the ratio takes exactly the values strictly between
`4 / (9 (2^(4/3) - 2))` and `1`. -/
theorem ratio_range :
    quadraticRatio '' Ioo 0 1 = Ioo (4 / (9 * (2 ^ (4 / 3 : ℝ) - 2))) 1 := by
  apply Subset.antisymm
  · rintro _ ⟨z, hz, rfl⟩
    exact ratio_bounds hz
  · intro y hy
    have hI : ∀ᶠ w in 𝓝[>] (0 : ℝ), w ∈ Ioo (0 : ℝ) 1 := Ioo_mem_nhdsGT one_pos
    obtain ⟨w, hwy, hw⟩ := ((ratio_tendsto.eventually_lt_const hy.1).and hI).exists
    obtain ⟨z, hz, rfl⟩ := intermediate_value_Ioo hw.2.le
      (continuousOn_ratio.mono fun x hx => ⟨hw.1.trans_le hx.1, hx.2⟩)
      ⟨hwy, by rw [ratio_one]; exact hy.2⟩
    exact ⟨z, ⟨hw.1.trans hz.1, hz.2⟩, rfl⟩
```

The symbol `''` denotes the image of a set. Given $K<y<1$, the limit supplies a $w$ with $r(w)<y$, and the intermediate value theorem on $[w,1]$ finds $z$ with $r(z)=y$. Neither bound can therefore be improved.

## The effect of the core

```lean
/-- Adding an unpolarised core density `nc > 0` to a valence density `nv` with magnetisation
`0 < m ≤ nv` brings the spin interpolation function below `(nv / (nv + nc))^2` times its
valence-only value, but keeps it above `4 / (9 (2^(4/3) - 2))` times that product. -/
theorem core_dilution {m nv nc : ℝ} (hm : 0 < m) (hmn : m ≤ nv) (hc : 0 < nc) :
    4 / (9 * (2 ^ (4 / 3 : ℝ) - 2)) * ((nv / (nv + nc)) ^ 2 * spinInterp (m / nv))
        < spinInterp (m / (nv + nc)) ∧
      spinInterp (m / (nv + nc)) < (nv / (nv + nc)) ^ 2 * spinInterp (m / nv) := by
  have hv : 0 < nv := hm.trans_le hmn
  have hn : 0 < nv + nc := by linarith
  have hz : m / nv ∈ Ioc (0 : ℝ) 1 := ⟨div_pos hm hv, (div_le_one hv).mpr hmn⟩
  have hz' : m / (nv + nc) ∈ Ioo (0 : ℝ) 1 :=
    ⟨div_pos hm hn, (div_lt_one hn).mpr (by linarith)⟩
  have hlt : m / (nv + nc) < m / nv := div_lt_div_of_pos_left hm hv (by linarith)
  have hmono := ratio_strictMonoOn ⟨hz'.1, hz'.2.le⟩ hz hlt
  have hle : quadraticRatio (m / nv) ≤ 1 := by
    have h := ratio_strictMonoOn.monotoneOn hz ⟨one_pos, le_rfl⟩ hz.2
    rwa [ratio_one] at h
  have hlow : 4 / (9 * (2 ^ (4 / 3 : ℝ) - 2)) < quadraticRatio (m / (nv + nc)) :=
    (ratio_bounds hz').1
  have hK : 0 < 4 / (9 * ((2 : ℝ) ^ (4 / 3 : ℝ) - 2)) :=
    div_pos (by norm_num) (mul_pos (by norm_num) denom_pos)
  have hsq : 0 < (m / (nv + nc)) ^ 2 := pow_pos hz'.1 2
  -- both values are the ratio times the diluted polarisation squared
  have e1 : spinInterp (m / (nv + nc))
      = quadraticRatio (m / (nv + nc)) * (m / (nv + nc)) ^ 2 :=
    (div_mul_cancel₀ _ hsq.ne').symm
  have e2 : (nv / (nv + nc)) ^ 2 * spinInterp (m / nv)
      = quadraticRatio (m / nv) * (m / (nv + nc)) ^ 2 := by
    unfold quadraticRatio
    generalize spinInterp (m / nv) = G
    field_simp
  rw [e1, e2]
  refine ⟨?_, mul_lt_mul_of_pos_right hmono hsq⟩
  rw [← mul_assoc]
  exact mul_lt_mul_of_pos_right
    ((mul_le_of_le_one_right hK.le hle).trans_lt hlow) hsq

end

end SpinPolarisedCore
```

Here `m`, `nv` and `nc` are $m$, $n_v$ and $n_c$. Put $z=m/n_v$, $d=n_v/(n_v+n_c)$ and $z'=dz=m/(n_v+n_c)$. Then

$$g(z')=r(z')\,z'^2,\qquad d^2g(z)=r(z)\,z'^2.$$

Since $z'<z$, we have $r(z')<r(z)$, which is the upper bound. Since $r(z)\le1$, we have $K\,r(z)\le K<r(z')$, which is the lower bound. The equations `e1` and `e2` are the two displayed identities.

Allowing $n_c=0$ would break the strict upper bound: then $d=1$, and it would read $g(z)<g(z)$.

For a fully polarised valence density, $m=n_v$, the quadratic estimate is simply $d^2$. As the core density grows without limit, $g(d)/d^2$ tends to $K$, so the lower bound is approached.

```lean
#print axioms SpinPolarisedCore.ratio_range
#print axioms SpinPolarisedCore.core_dilution
```

```
'SpinPolarisedCore.ratio_range' depends on axioms: [propext, Classical.choice, Quot.sound]
'SpinPolarisedCore.core_dilution' depends on axioms: [propext, Classical.choice, Quot.sound]
```
